# Averaging the last k outputs of F(x) = lx sends every orbit to zero exactly when −k < l < 1

Let l be real and k ≥ 1. If each new input is the mean of the last k outputs of F(x) = lx, the iteration tends to the fixed point 0 from all starting values exactly when −k < l < 1. Plain iteration is the case k = 1, so longer averaging tolerates stronger repulsive (negative) feedback, while the upper limit stays at 1.

## The iteration and its modes

```lean
import Mathlib

open Filter Topology Polynomial

namespace AveragedLinearResponse

noncomputable section
```

This loads the mathematical library Mathlib and opens a namespace for the names below.

```lean
/-- The scalar linear response `F(x) = l x`. -/
def response (l x : ℝ) : ℝ := l * x
```

`response l x` is F(x) = lx, with x the deviation from self-consistency and l the slope of output against input.

```lean
/-- A sequence in which each new value is the mean of the last `k` outputs of the response. -/
def IsAveragedOrbit (k : ℕ) (l : ℝ) (x : ℕ → ℝ) : Prop :=
  ∀ n, x (n + k) = (∑ j ∈ Finset.range k, response l (x (n + j))) / k
```

A sequence x is an averaged orbit if, for every n,

x(n+k) = (1/k) Σ_{j<k} l x(n+j).

Here j runs from 0 to k−1, which Lean writes `Finset.range k`. The first k values are free.

In a self-consistent-field code this would read `outputs.append(F(x)); x = mean(outputs[-k:])`. The shorter averages at the start merely supply the free values. The model follows the density error along one eigenvector of the linearised input-to-output map, with real, constant eigenvalue l; nonlinearity and the rate of convergence are not treated.

```lean
/-- The characteristic equation `k z^k = l (1 + z + ... + z^(k-1))` of the averaged iteration. -/
def IsMode (k : ℕ) (l : ℝ) (z : ℂ) : Prop :=
  (k : ℂ) * z ^ k = (l : ℂ) * ∑ j ∈ Finset.range k, z ^ j
```

Inserting x(n) = zⁿ gives the characteristic equation. A complex z is a mode if

k z^k = l Σ_{j<k} z^j.

```lean
/-- The monic characteristic polynomial of the averaged iteration. -/
def charPoly (k : ℕ) (l : ℝ) : ℂ[X] :=
  X ^ k - ∑ j ∈ Finset.range k, C ((l : ℂ) / k) * X ^ j
```

The same equation, divided by k, becomes the polynomial p(X) = X^k − (l/k) Σ_{j<k} X^j. `C` turns a number into a constant polynomial.

```lean
/-- The shift by one iteration step, acting on complex sequences. -/
def shift : Module.End ℂ (ℕ → ℂ) where
  toFun x := fun n => x (n + 1)
  map_add' _ _ := rfl
  map_smul' _ _ := rfl
```

The shift S acts on complex sequences by (Sx)(n) = x(n+1). An orbit satisfies p(S)x = 0.

## Removing one root at a time

```lean
/-- A property that holds for `1` and survives multiplication by `X - a` with `|a| < 1` holds for
every monic polynomial whose roots all lie in the open unit disc. -/
theorem stable_induction {Q : ℂ[X] → Prop} (h1 : Q 1)
    (hs : ∀ a q, ‖a‖ < 1 → Q q → Q ((X - C a) * q)) (n : ℕ) :
    ∀ p : ℂ[X], p.Monic → p.natDegree = n → (∀ z, p.eval z = 0 → ‖z‖ < 1) → Q p := by
  induction n with
  | zero =>
    intro p hp hd _
    have hc : p.coeff 0 = 1 := by
      have := hp.coeff_natDegree
      rwa [hd] at this
    have h : p = 1 := by
      rw [eq_C_of_natDegree_eq_zero hd, hc, C_1]
    rw [h]
    exact h1
  | succ n ih =>
    intro p hp hd hr
    obtain ⟨a, ha⟩ := IsAlgClosed.exists_root p (by
      intro h
      have := natDegree_eq_zero_iff_degree_le_zero.2 h.le
      omega)
    obtain ⟨q, rfl⟩ := dvd_iff_isRoot.2 ha
    have hq : q.Monic := (monic_X_sub_C a).of_mul_monic_left hp
    have hm := (monic_X_sub_C a).natDegree_mul hq
    rw [natDegree_X_sub_C] at hm
    exact hs a q (hr a ha) (ih q hq (by omega)
      (fun z hz => hr z (by rw [eval_mul, hz, mul_zero])))
```

Suppose a property Q holds for the polynomial 1 and survives multiplication by X − a whenever |a| < 1. Then Q holds for every monic polynomial with all roots in the open unit disc. The proof is induction on the degree: degree 0 means the polynomial is 1; otherwise there is a root a, and the quotient by X − a is monic, one degree lower, with its roots still in the disc.

```lean
/-- If `y (n+1) - a y n` tends to zero and `|a| < 1`, then `y` tends to zero. -/
theorem tendsto_of_damped {a : ℂ} (ha : ‖a‖ < 1) {y : ℕ → ℂ}
    (h : Tendsto (fun n => y (n + 1) - a * y n) atTop (𝓝 0)) : Tendsto y atTop (𝓝 0) := by
  rw [Metric.tendsto_atTop] at h ⊢
  intro ε hε
  obtain ⟨N, hN⟩ := h ((1 - ‖a‖) * (ε / 2)) (mul_pos (by linarith) (by linarith))
  -- after step N the initial error is damped and the remaining drive is small
  have bound : ∀ m, ‖y (N + m)‖ ≤ ‖a‖ ^ m * ‖y N‖ + ε / 2 := by
    intro m
    induction m with
    | zero =>
      have : ‖y (N + 0)‖ = ‖a‖ ^ 0 * ‖y N‖ := by simp
      linarith
    | succ m ih =>
      have h1 : ‖y (N + m + 1) - a * y (N + m)‖ < (1 - ‖a‖) * (ε / 2) := by
        have := hN (N + m) (by omega)
        rwa [dist_zero_right] at this
      have h2 := norm_add_le (y (N + m + 1) - a * y (N + m)) (a * y (N + m))
      rw [sub_add_cancel, norm_mul] at h2
      have h3 := mul_le_mul_of_nonneg_left ih (norm_nonneg a)
      change ‖y (N + m + 1)‖ ≤ _
      rw [pow_succ]
      nlinarith
  have t : Tendsto (fun m : ℕ => ‖a‖ ^ m * ‖y N‖) atTop (𝓝 0) := by
    simpa using (tendsto_pow_atTop_nhds_zero_of_lt_one (norm_nonneg a) ha).mul_const ‖y N‖
  obtain ⟨M, hM⟩ := eventually_atTop.1 (t.eventually_lt_const (half_pos hε))
  refine ⟨N + M, fun n hn => ?_⟩
  have b := bound (n - N)
  have c : ‖a‖ ^ (n - N) * ‖y N‖ < ε / 2 := hM (n - N) (by omega)
  rw [show N + (n - N) = n by omega] at b
  rw [dist_zero_right]
  linarith
```

If |a| < 1 and y(n+1) − a y(n) → 0, then y → 0. Given ε > 0, choose N beyond which the difference is smaller than (1−|a|)ε/2. Induction on m gives

|y(N+m)| ≤ |a|^m |y(N)| + ε/2,

because |a|ε/2 + (1−|a|)ε/2 = ε/2. The first term eventually falls below ε/2 as well.

```lean
lemma charPoly_monic (k : ℕ) (l : ℝ) : (charPoly k l).Monic := by
  refine (monic_X_pow k).sub_of_left ?_
  rw [degree_X_pow]
  exact mem_degreeLT.1 (Submodule.sum_mem _ fun j hj => mem_degreeLT.2
    (lt_of_le_of_lt (degree_C_mul_X_pow_le j _) (by exact_mod_cast Finset.mem_range.1 hj)))
```

p is monic, since the subtracted sum has degree below k.

```lean
lemma eval_charPoly (k : ℕ) (l : ℝ) (z : ℂ) :
    (charPoly k l).eval z = z ^ k - ∑ j ∈ Finset.range k, (l : ℂ) / k * z ^ j := by
  simp [charPoly, Polynomial.eval_finsetSum]
```

This evaluates p at z.

```lean
lemma isMode_of_root {k : ℕ} (hk : 0 < k) {l : ℝ} {z : ℂ}
    (hz : (charPoly k l).eval z = 0) : IsMode k l z := by
  have hk0 : (k : ℂ) ≠ 0 := by exact_mod_cast hk.ne'
  have e : (k : ℂ) * ((l : ℂ) / k) = l := by field_simp
  rw [eval_charPoly, ← Finset.mul_sum] at hz
  unfold IsMode
  linear_combination (k : ℂ) * hz + (∑ j ∈ Finset.range k, z ^ j) * e
```

For k > 0, multiplying p(z) = 0 by k shows that each root of p is a mode.

```lean
lemma shift_pow (j : ℕ) : ∀ (x : ℕ → ℂ) (n : ℕ), (shift ^ j) x n = x (n + j) := by
  induction j with
  | zero => intro x n; simp
  | succ j ih =>
    intro x n
    rw [pow_succ, Module.End.mul_apply, ih]
    rfl
```

Applying the shift j times gives (S^j x)(n) = x(n+j).

## The stability window for the modes

```lean
/-- For `-k < l < 1` every solution of the characteristic equation has modulus below one. -/
theorem norm_lt_one_of_isMode {k : ℕ} (hk : 0 < k) {l : ℝ} (h1 : -(k : ℝ) < l) (h2 : l < 1)
    {z : ℂ} (h : IsMode k l z) : ‖z‖ < 1 := by
  have hk0 : (0 : ℝ) < k := by exact_mod_cast hk
  by_contra hc
  have hz : 1 ≤ ‖z‖ := not_lt.1 hc
  rcases le_or_gt 0 l with hl | hl
  · -- attractive feedback: triangle inequality
    have hS : ‖∑ j ∈ Finset.range k, z ^ j‖ ≤ k * ‖z‖ ^ k := by
      refine (norm_sum_le _ _).trans ?_
      calc ∑ j ∈ Finset.range k, ‖z ^ j‖ ≤ ∑ _j ∈ Finset.range k, ‖z‖ ^ k :=
            Finset.sum_le_sum fun j hj => by
              rw [norm_pow]
              exact pow_le_pow_right₀ hz (Finset.mem_range.1 hj).le
        _ = k * ‖z‖ ^ k := by simp
    have hn := congrArg norm h
    rw [norm_mul, norm_mul, norm_pow, Complex.norm_natCast, Complex.norm_real,
      Real.norm_eq_abs, abs_of_nonneg hl] at hn
    have h3 := mul_le_mul_of_nonneg_left hS hl
    have hp : 0 < (k : ℝ) * ‖z‖ ^ k := mul_pos hk0 (pow_pos (by linarith) k)
    have h4 := mul_pos hp (sub_pos.2 h2)
    nlinarith
  · -- repulsive feedback: multiply by z - 1 to telescope the average
    have ht : z ^ k * ((k : ℂ) * z - (k + l)) = -(l : ℂ) := by
      unfold IsMode at h
      linear_combination (z - 1) * h + (l : ℂ) * geom_sum_mul z k
    have hn := congrArg norm ht
    rw [norm_mul, norm_pow, norm_neg, Complex.norm_real, Real.norm_eq_abs, abs_of_neg hl] at hn
    have hw : ‖(k : ℂ) * z - (k + l)‖ ≤ -l := by
      rw [← hn]
      exact le_mul_of_one_le_left (norm_nonneg _) (one_le_pow₀ hz)
    have e : ‖(k : ℂ) * z - (k + l)‖ ^ 2 = (k * z.re - (k + l)) ^ 2 + (k * z.im) ^ 2 := by
      rw [Complex.sq_norm, Complex.normSq_apply]
      simp
      ring
    have hsq := pow_le_pow_left₀ (norm_nonneg _) hw 2
    rw [e] at hsq
    have hr : 1 ≤ ‖z‖ ^ 2 := one_le_pow₀ hz
    rw [Complex.sq_norm, Complex.normSq_apply] at hr
    have hA : (k : ℝ) * ((k + l) * ((z.re - 1) ^ 2 + z.im ^ 2)
        + (-l) * (z.re * z.re + z.im * z.im - 1)) ≤ 0 := by linarith
    have hB : (k + l) * ((z.re - 1) ^ 2 + z.im ^ 2)
        + (-l) * (z.re * z.re + z.im * z.im - 1) ≤ 0 :=
      le_of_not_gt fun g => by have := mul_pos hk0 g; linarith
    have hC := mul_nonneg (neg_pos.2 hl).le (sub_nonneg.2 hr)
    have hD : (z.re - 1) ^ 2 + z.im ^ 2 ≤ 0 :=
      le_of_not_gt fun g => by
        have := mul_pos (show (0 : ℝ) < k + l by linarith) g
        linarith
    have hx : z.re - 1 = 0 := pow_eq_zero_iff two_ne_zero |>.mp
      (le_antisymm (by linarith [sq_nonneg z.im]) (sq_nonneg _))
    have hy : z.im = 0 := pow_eq_zero_iff two_ne_zero |>.mp
      (le_antisymm (by linarith [sq_nonneg (z.re - 1)]) (sq_nonneg _))
    have hz1 : z = 1 := Complex.ext (by rw [Complex.one_re]; linarith) (by simpa using hy)
    rw [hz1] at h
    have h5 : (k : ℂ) = l * k := by simpa [IsMode] using h
    have h6 : (k : ℝ) = l * k := by exact_mod_cast h5
    linarith [mul_neg_of_neg_of_pos hl hk0]
```

The hypotheses are k > 0, −k < l < 1 and that z is a mode; the conclusion is |z| < 1. Suppose instead |z| ≥ 1.

For 0 ≤ l < 1, the triangle inequality gives |Σ_{j<k} z^j| ≤ k|z|^k. Hence k|z|^k ≤ l k|z|^k < k|z|^k, a contradiction.

For −k < l < 0, multiply the mode equation by z − 1, which telescopes the sum:

z^k (kz − (k+l)) = −l.

Since |z|^k ≥ 1, we get |kz − (k+l)| ≤ −l. Squaring, collecting terms and dividing by k gives

(k+l)|z−1|² + (−l)(|z|²−1) ≤ 0.

Both terms are non-negative and k+l > 0, so z = 1. The mode equation then reads k = lk, which is impossible for negative l. In Lean, `linear_combination` checks the telescoped identity, and `hA` to `hD` carry the inequality.

```lean
/-- All complex roots of the characteristic equation have modulus below one exactly when
`-k < l < 1`. -/
theorem modes_stable_iff {k : ℕ} (hk : 0 < k) (l : ℝ) :
    (∀ z, IsMode k l z → ‖z‖ < 1) ↔ -(k : ℝ) < l ∧ l < 1 := by
  have hk0 : (0 : ℝ) < k := by exact_mod_cast hk
  refine ⟨fun h => ⟨?_, ?_⟩, fun h z hz => norm_lt_one_of_isMode hk h.1 h.2 hz⟩
  · -- the constant term is, up to sign, the product of the roots
    have key := stable_induction (Q := fun p => p = 1 ∨ ‖p.eval 0‖ < 1) (Or.inl rfl)
      (by
        intro a q ha hq
        right
        rcases hq with rfl | hq
        · simpa using ha
        · have e : ‖(X - C a).eval 0‖ = ‖a‖ := by simp
          rw [eval_mul, norm_mul, e]
          nlinarith [norm_nonneg a, norm_nonneg (q.eval 0)])
      _ (charPoly k l) (charPoly_monic k l) rfl (fun z hz => h z (isMode_of_root hk hz))
    rcases key with hP | hP
    · have hkc : (k : ℂ) ≠ 0 := by exact_mod_cast hk.ne'
      have e1 : (charPoly k l).eval 1 = 1 - (l : ℂ) := by
        have e : (k : ℂ) * ((l : ℂ) / k) = l := by field_simp
        rw [eval_charPoly]
        simp only [one_pow, mul_one, Finset.sum_const, Finset.card_range, nsmul_eq_mul, e]
      rw [hP, eval_one] at e1
      have hl : (l : ℂ) = 0 := by linear_combination e1
      have hl' : l = 0 := by exact_mod_cast hl
      linarith
    · have e0 : (charPoly k l).eval 0 = -((l : ℂ) / k) := by
        rw [eval_charPoly]
        obtain ⟨m, rfl⟩ : ∃ m, k = m + 1 := ⟨k - 1, by omega⟩
        simp [Finset.sum_range_succ']
      rw [e0, norm_neg, norm_div, Complex.norm_real, Complex.norm_natCast, Real.norm_eq_abs,
        div_lt_one hk0] at hP
      exact (abs_lt.1 hP).1
  · -- for l ≥ 1 there is a real root between 1 and l
    by_contra hc
    have hl : 1 ≤ l := not_lt.1 hc
    let f : ℝ → ℝ := fun x => k * x ^ k - l * ∑ j ∈ Finset.range k, x ^ j
    have hf : Continuous f := by fun_prop
    have f1 : f 1 ≤ 0 := by
      have : f 1 = k - l * k := by simp [f]
      rw [this]
      nlinarith
    have f2 : 0 ≤ f l := by
      have : l * ∑ j ∈ Finset.range k, l ^ j ≤ k * l ^ k := by
        rw [Finset.mul_sum]
        calc ∑ j ∈ Finset.range k, l * l ^ j ≤ ∑ _j ∈ Finset.range k, l ^ k :=
              Finset.sum_le_sum fun j hj => by
                rw [← pow_succ']
                exact pow_le_pow_right₀ hl (Finset.mem_range.1 hj)
          _ = k * l ^ k := by simp
      exact sub_nonneg.2 this
    obtain ⟨x, hx, hx0⟩ := intermediate_value_Icc hl hf.continuousOn ⟨f1, f2⟩
    have hm : (k : ℝ) * x ^ k = l * ∑ j ∈ Finset.range k, x ^ j := sub_eq_zero.1 hx0
    have hn := h (x : ℂ) (by unfold IsMode; exact_mod_cast hm)
    rw [Complex.norm_real, Real.norm_eq_abs] at hn
    linarith [le_abs_self x, hx.1]
```

The symbol `↔` means "exactly when". One direction is the previous theorem. For the other, assume all modes have modulus below 1.

The lower bound comes from the constant term of p, which is −l/k and, up to sign, the product of the roots. So |l|/k < 1, and −k < l. Lean obtains this from `stable_induction` with the property "p = 1 or |p(0)| < 1"; the alternative p = 1 would give l = 0, which also satisfies the bound.

For the upper bound, suppose l ≥ 1 and put f(x) = k x^k − l Σ_{j<k} x^j. Then f(1) = k(1−l) ≤ 0. Also f(l) ≥ 0, because l·l^j = l^(j+1) ≤ l^k for each j < k. The intermediate value theorem gives a real mode in [1, l], contradicting the assumption.

## From modes to orbits

```lean
/-- Every real orbit of the averaged iteration tends to the fixed point `0` exactly when
`-k < l < 1`. -/
theorem orbits_converge_iff {k : ℕ} (hk : 0 < k) (l : ℝ) :
    (∀ x, IsAveragedOrbit k l x → Tendsto x atTop (𝓝 0)) ↔ -(k : ℝ) < l ∧ l < 1 := by
  have hk0 : (k : ℝ) ≠ 0 := by exact_mod_cast hk.ne'
  rw [← modes_stable_iff hk l]
  constructor
  · intro h z hz
    by_contra hc
    have hz1 : 1 ≤ ‖z‖ := not_lt.1 hc
    -- the real and imaginary parts of z^n are orbits
    have hp : ∀ n, ((k : ℝ) : ℂ) * z ^ (n + k)
        = ∑ j ∈ Finset.range k, (l : ℂ) * z ^ (n + j) := by
      intro n
      simp only [pow_add]
      rw [← Finset.mul_sum, ← Finset.mul_sum]
      unfold IsMode at hz
      push_cast
      linear_combination z ^ n * hz
    have hre := h (fun n => (z ^ n).re) (by
      intro n
      have e := congrArg Complex.re (hp n)
      simp only [Complex.re_sum, Complex.re_ofReal_mul] at e
      simp only [response]
      rw [eq_div_iff hk0, mul_comm]
      exact e)
    have him := h (fun n => (z ^ n).im) (by
      intro n
      have e := congrArg Complex.im (hp n)
      simp only [Complex.im_sum, Complex.im_ofReal_mul] at e
      simp only [response]
      rw [eq_div_iff hk0, mul_comm]
      exact e)
    have hlim := ge_of_tendsto' ((hre.pow 2).add (him.pow 2)) (b := 1) (by
      intro n
      have e : 1 ≤ ‖z ^ n‖ ^ 2 := by
        rw [norm_pow]
        exact one_le_pow₀ (one_le_pow₀ hz1)
      rw [Complex.sq_norm, Complex.normSq_apply] at e
      nlinarith)
    norm_num at hlim
  · intro h x hx
    -- remove the linear factors of the characteristic polynomial one at a time
    have key := stable_induction
      (Q := fun p => ∀ y : ℕ → ℂ, Tendsto (aeval shift p y) atTop (𝓝 0) → Tendsto y atTop (𝓝 0))
      (by intro y hy; simpa using hy)
      (by
        intro a q ha hq y hy
        refine hq y (tendsto_of_damped ha (hy.congr fun n => ?_))
        rw [map_mul, Module.End.mul_apply, map_sub, aeval_X, aeval_C]
        rfl)
      _ (charPoly k l) (charPoly_monic k l) rfl (fun z hz => h z (isMode_of_root hk hz))
    have hX : Tendsto (fun n => (x n : ℂ)) atTop (𝓝 0) := by
      apply key
      refine tendsto_const_nhds.congr fun n => ?_
      simp only [charPoly, map_sub, map_pow, aeval_X, map_sum, map_mul, aeval_C,
        LinearMap.sub_apply, Pi.sub_apply, LinearMap.sum_apply, Finset.sum_apply,
        Module.End.mul_apply, Module.algebraMap_end_apply, Pi.smul_apply, shift_pow, smul_eq_mul]
      rw [hx n]
      simp only [response]
      push_cast
      rw [Finset.sum_div, eq_comm, sub_eq_zero]
      exact Finset.sum_congr rfl fun j _ => by ring
    simpa [Function.comp_def] using (Complex.continuous_re.tendsto 0).comp hX
```

`Tendsto x atTop (𝓝 0)` says x(n) → 0 as n → ∞. By the previous theorem it suffices to compare orbits with modes.

If all orbits tend to zero but some mode has |z| ≥ 1, then Re zⁿ and Im zⁿ are real orbits. Their squares add up to |z|^(2n) ≥ 1, so they cannot both tend to zero.

Conversely, let all modes lie inside the disc. The property passed to `stable_induction` is "p(S)y → 0 implies y → 0". For p = (X−a)q, set u = q(S)y; then u(n+1) − a u(n) → 0, so u → 0 by the damping lemma, and the property for q gives y → 0. An orbit has p(S)x = 0, hence x → 0. Repeated roots need no separate treatment.

## At the threshold, and choosing k

```lean
/-- At the threshold `l = -k` every orbit repeats itself after `k + 1` steps. -/
theorem threshold_periodic {k : ℕ} (hk : 0 < k) {x : ℕ → ℝ}
    (hx : IsAveragedOrbit k (-(k : ℝ)) x) (n : ℕ) : x (n + k + 1) = x n := by
  have hk0 : (k : ℝ) ≠ 0 := by exact_mod_cast hk.ne'
  -- any k + 1 consecutive values sum to zero
  have h : ∀ m, x (m + k) + ∑ j ∈ Finset.range k, x (m + j) = 0 := by
    intro m
    have e := hx m
    simp only [response] at e
    rw [← Finset.mul_sum, eq_div_iff hk0] at e
    apply mul_left_cancel₀ hk0
    linear_combination e
  have s1 := Finset.sum_range_succ (fun j => x (n + j)) k
  have s2 := Finset.sum_range_succ' (fun j => x (n + j)) k
  have c : ∑ j ∈ Finset.range k, x (n + (j + 1)) = ∑ j ∈ Finset.range k, x (n + 1 + j) :=
    Finset.sum_congr rfl fun j _ => by rw [show n + (j + 1) = n + 1 + j by omega]
  rw [show n + k + 1 = n + 1 + k by omega]
  simp only [add_zero] at s2
  linarith [h n, h (n + 1)]
```

At l = −k the orbit equation says that any k+1 consecutive values sum to zero. Subtracting the sums starting at n and n+1 leaves x(n+k+1) = x(n): a nonzero orbit cycles without decaying.

```lean
/-- For every `l < 1` there is an averaging length for which all orbits tend to zero. -/
theorem exists_stabilising_length {l : ℝ} (hl : l < 1) :
    ∃ k : ℕ, 0 < k ∧ ∀ x, IsAveragedOrbit k l x → Tendsto x atTop (𝓝 0) := by
  obtain ⟨m, hm⟩ := exists_nat_gt (-l)
  refine ⟨m + 1, Nat.succ_pos m, (orbits_converge_iff (Nat.succ_pos m) l).2 ⟨?_, hl⟩⟩
  push_cast
  linarith

end

end AveragedLinearResponse
```

For any l < 1, choose a natural number m > −l and average over k = m+1 outputs. Then −k < l < 1, and every orbit tends to zero.

```lean
#print axioms AveragedLinearResponse.orbits_converge_iff
#print axioms AveragedLinearResponse.threshold_periodic
#print axioms AveragedLinearResponse.exists_stabilising_length
```

```
'AveragedLinearResponse.orbits_converge_iff' depends on axioms: [propext, Classical.choice, Quot.sound]
'AveragedLinearResponse.threshold_periodic' depends on axioms: [propext, Classical.choice, Quot.sound]
'AveragedLinearResponse.exists_stabilising_length' depends on axioms: [propext, Classical.choice, Quot.sound]
```
